# A finite set of levels with constant attraction has exactly one bound pair energy

**Q:** Take two levels, at energies $0$ and $\delta>0$, and one pair scattered between them by an attraction $g>0$. What happens?

**A:** The pair energy $E$ obeys
$$g\left(\frac1{-E}+\frac1{2\delta-E}\right)=1 .$$
Clearing denominators gives $E^2-2(\delta-g)E-2g\delta=0$, so $E=\delta-g\pm\sqrt{\delta^2+g^2}$. Since $\delta<\sqrt{\delta^2+g^2}<\delta+g$, the lower root lies between $-2g$ and $-g$: a bound pair, however small $g$ is. The other root lies between the free-pair energies $0$ and $2\delta$.

**Q:** Where does that equation come from for $\Omega$ levels $e_k$?

**A:** Let $c_k$ be the amplitude for the pair to occupy level $k$. With the same matrix element $-g$ between all pair states, diagonal ones included, the Schrödinger equation reads $(2e_k-E)c_k=g\sum_j c_j$. For $E$ below every $2e_k$, divide by $2e_k-E$, sum over $k$ and cancel the nonzero $\sum_j c_j$. This gives $gS(E)=1$ with $S(E)=\sum_k 1/(2e_k-E)$. The file starts from this equation, not from the Hamiltonian.

In Lean 4 with Mathlib:

```lean
import Mathlib

open Set

namespace CooperPair

noncomputable section

variable {ι : Type*} [Fintype ι]
```

The finite type `ι` labels the levels, one pair state each, and `Fintype.card ι` is $\Omega$. The function `e` gives real energies, with degeneracies allowed, and `pairSum` is $S$.

```lean
/-- The pair sum `∑ 1 / (2 e_k - E)` over the levels `e_k`, for a pair energy `E` different
from every free-pair energy `2 e_k`. -/
def pairSum (e : ι → ℝ) (E : ℝ) : ℝ := ∑ k, 1 / (2 * e k - E)
```

**Q:** Your example had two roots. How can the theorem promise one?

**A:** "Bound" includes a condition on position: $E$ must lie strictly below every free-pair energy. That excludes the roots between free-pair energies and keeps every denominator positive.

```lean
/-- `E` is a bound-pair energy at coupling `g`: it lies below every free-pair energy `2 e_k`
and solves the Cooper equation `g ∑ 1 / (2 e_k - E) = 1`. -/
def IsBoundPair (e : ι → ℝ) (g E : ℝ) : Prop :=
  (∀ k, E < 2 * e k) ∧ g * pairSum e E = 1
```

**Q:** What does that positivity buy?

**A:** Each term of $S$ is positive and grows as $E$ rises, so $S$ is positive and strictly increasing. The first lemma below adds positive terms; the second compares two sums term by term.

```lean
/-- With at least one level, the pair sum is positive below all free-pair energies. -/
theorem pairSum_pos [Nonempty ι] {e : ι → ℝ} {E : ℝ} (h : ∀ k, E < 2 * e k) :
    0 < pairSum e E := by
  unfold pairSum
  exact Finset.sum_pos (fun k _ => one_div_pos.mpr (sub_pos.mpr (h k)))
    Finset.univ_nonempty

/-- With at least one level, the pair sum increases strictly with the pair energy below all
free-pair energies. -/
theorem pairSum_lt [Nonempty ι] {e : ι → ℝ} {E E' : ℝ} (hE : E < E')
    (h : ∀ k, E' < 2 * e k) : pairSum e E < pairSum e E' := by
  unfold pairSum
  exact Finset.sum_lt_sum_of_nonempty Finset.univ_nonempty
    (fun k _ => one_div_lt_one_div_of_lt (sub_pos.mpr (h k)) (by linarith))
```

**Q:** And the size of the binding?

**A:** Let $e_{k_0}$ be the lowest level. Moving all levels down to it can only increase $S$, so $S(E)\le\Omega/(2e_{k_0}-E)$.

```lean
/-- Below twice the lowest level, the pair sum is at most the value it would have if all
levels sat at the lowest one. -/
theorem pairSum_le_shell {e : ι → ℝ} {E : ℝ} (k₀ : ι) (hmin : ∀ k, e k₀ ≤ e k)
    (hE : E < 2 * e k₀) : pairSum e E ≤ (Fintype.card ι : ℝ) / (2 * e k₀ - E) := by
  unfold pairSum
  calc ∑ k, 1 / (2 * e k - E) ≤ ∑ _k : ι, 1 / (2 * e k₀ - E) :=
        Finset.sum_le_sum (fun k _ =>
          one_div_le_one_div_of_le (sub_pos.mpr hE) (by linarith [hmin k]))
    _ = (Fintype.card ι : ℝ) / (2 * e k₀ - E) := by
        rw [Finset.sum_const, nsmul_eq_mul, Finset.card_univ, mul_one_div]
```

Conversely, keeping only $d$ levels that share an energy $\varepsilon$ discards positive terms, so $S(E)\ge d/(2\varepsilon-E)$.

```lean
/-- Below all free-pair energies, the pair sum is at least the contribution of any set of
levels that share one energy `ε`. -/
theorem shell_le_pairSum {e : ι → ℝ} {E ε : ℝ} (s : Finset ι) (hs : ∀ k ∈ s, e k = ε)
    (h : ∀ k, E < 2 * e k) : (s.card : ℝ) / (2 * ε - E) ≤ pairSum e E := by
  unfold pairSum
  calc (s.card : ℝ) / (2 * ε - E) = ∑ _k ∈ s, 1 / (2 * ε - E) := by
        rw [Finset.sum_const, nsmul_eq_mul, mul_one_div]
    _ = ∑ k ∈ s, 1 / (2 * e k - E) :=
        Finset.sum_congr rfl (fun k hk => by rw [hs k hk])
    _ ≤ ∑ k, 1 / (2 * e k - E) :=
        Finset.sum_le_sum_of_subset_of_nonneg (Finset.subset_univ s)
          (fun k _ _ => (one_div_pos.mpr (sub_pos.mpr (h k))).le)
```

**Q:** Could a repulsive $g$ satisfy the definition?

**A:** No. Since $S>0$ and $gS=1$, $g$ must be positive.

```lean
/-- A bound pair requires attraction: if the Cooper equation has a root below all free-pair
energies of a system with at least one level, then `g > 0`. -/
theorem coupling_pos [Nonempty ι] {e : ι → ℝ} {g E : ℝ} (h : IsBoundPair e g E) :
    0 < g := by
  by_contra hg
  have hS := pairSum_pos h.1
  nlinarith [h.2, mul_nonneg (neg_nonneg.mpr (not_lt.mp hg)) hS.le]
```

Multiplying the second comparison by $g$ at a root gives $gd/(2\varepsilon-E)\le1$, hence $E\le2\varepsilon-gd$ for $d\ge1$. The pair therefore lies at least $gd$ below the free-pair energy $2\varepsilon$ of the shell. If the shell is the lowest one, this is a binding energy of at least $gd$.

```lean
/-- If `d ≥ 1` levels share the energy `ε`, a bound pair lies at least `g d` below `2 ε`. -/
theorem energy_le_shell {e : ι → ℝ} {g E ε : ℝ} (h : IsBoundPair e g E) (s : Finset ι)
    (hne : s.Nonempty) (hs : ∀ k ∈ s, e k = ε) : E ≤ 2 * ε - g * s.card := by
  obtain ⟨k, hk⟩ := hne
  have : Nonempty ι := ⟨k⟩
  have hδ : 0 < 2 * ε - E := by
    have h1 := h.1 k
    rw [hs k hk] at h1
    linarith
  have h2 := mul_le_mul_of_nonneg_left (shell_le_pairSum s hs h.1) (coupling_pos h).le
  rw [h.2, ← mul_div_assoc, div_le_iff₀ hδ] at h2
  linarith
```

**Q:** Now the main statement, please.

**A:** Given $g>0$ and a lowest level `k₀`, which forces $\Omega\ge1$, there is exactly one bound energy, and it satisfies
$$2e_{k_0}-g\Omega\le E\le2e_{k_0}-g .$$
The first comparison gives $1\le g\Omega/(2e_{k_0}-E)$, which is the lower bound; the shell result with $d=1$ gives the upper one.

For existence, evaluate $gS$ at the two ends. At $E=2e_{k_0}-g\Omega$ it is at most $1$ (`hlo`); at $E=2e_{k_0}-g$ it is at least $1$ (`hhi`). It is continuous between them, so the intermediate value theorem supplies a root. Strict monotonicity rules out a second. For $\Omega=1$ the ends coincide and $E=2e_{k_0}-g$.

```lean
/-- **The Cooper problem.** For finitely many levels with lowest level `e k₀` and any
attraction `g > 0` there is exactly one bound-pair energy `E`, and
`2 e k₀ - g Ω ≤ E ≤ 2 e k₀ - g`, where `Ω` is the number of levels. -/
theorem existsUnique_boundPair {e : ι → ℝ} {g : ℝ} (hg : 0 < g) (k₀ : ι)
    (hmin : ∀ k, e k₀ ≤ e k) :
    (∃! E, IsBoundPair e g E) ∧
      ∀ E, IsBoundPair e g E →
        2 * e k₀ - g * Fintype.card ι ≤ E ∧ E ≤ 2 * e k₀ - g := by
  have : Nonempty ι := ⟨k₀⟩
  have hcard : 1 ≤ Fintype.card ι := Fintype.card_pos_iff.mpr ⟨k₀⟩
  have hΩ : (1 : ℝ) ≤ (Fintype.card ι : ℝ) := by exact_mod_cast hcard
  have hgΩ : 0 < g * (Fintype.card ι : ℝ) := mul_pos hg (by linarith)
  refine ⟨?_, fun E h => ⟨?_, ?_⟩⟩
  · have hab : 2 * e k₀ - g * (Fintype.card ι : ℝ) ≤ 2 * e k₀ - g := by nlinarith
    have hbelow : ∀ x, x ≤ 2 * e k₀ - g → ∀ k, x < 2 * e k :=
      fun x hx k => by linarith [hmin k]
    have hcont : ContinuousOn (fun E => g * pairSum e E)
        (Icc (2 * e k₀ - g * (Fintype.card ι : ℝ)) (2 * e k₀ - g)) := by
      unfold pairSum
      refine continuousOn_const.mul (continuousOn_finsetSum _ fun k _ => ?_)
      exact ContinuousOn.div continuousOn_const (continuousOn_const.sub continuousOn_id)
        (fun x hx => (sub_pos.mpr (hbelow x hx.2 k)).ne')
    -- at the lower end the left side of the Cooper equation is at most one
    have hlo : g * pairSum e (2 * e k₀ - g * (Fintype.card ι : ℝ)) ≤ 1 := by
      have h1 := mul_le_mul_of_nonneg_left
        (pairSum_le_shell k₀ hmin (sub_lt_self _ hgΩ)) hg.le
      rwa [sub_sub_cancel, ← mul_div_assoc, div_self hgΩ.ne'] at h1
    -- at the upper end the lowest level alone already contributes one
    have hhi : 1 ≤ g * pairSum e (2 * e k₀ - g) := by
      have h1 := mul_le_mul_of_nonneg_left
        (shell_le_pairSum {k₀} (fun k hk => by rw [Finset.mem_singleton.mp hk])
          (hbelow _ le_rfl) (ε := e k₀)) hg.le
      rwa [sub_sub_cancel, Finset.card_singleton, Nat.cast_one,
        mul_one_div_cancel hg.ne'] at h1
    obtain ⟨E, hE, hroot⟩ := intermediate_value_Icc hab hcont ⟨hlo, hhi⟩
    have hb : IsBoundPair e g E := ⟨hbelow E hE.2, hroot⟩
    -- strict monotonicity excludes a second root
    refine ⟨E, hb, fun y hy => ?_⟩
    rcases lt_trichotomy y E with hlt | heq | hgt
    · have h1 := mul_lt_mul_of_pos_left (pairSum_lt hlt hb.1) hg
      linarith [hy.2, hb.2]
    · exact heq
    · have h1 := mul_lt_mul_of_pos_left (pairSum_lt hgt hy.1) hg
      linarith [hy.2, hb.2]
  · have h1 := mul_le_mul_of_nonneg_left (pairSum_le_shell k₀ hmin (h.1 k₀)) hg.le
    rw [h.2, ← mul_div_assoc, le_div_iff₀ (sub_pos.mpr (h.1 k₀))] at h1
    linarith
  · have h1 := energy_le_shell h {k₀} (Finset.singleton_nonempty k₀)
      (fun k hk => by rw [Finset.mem_singleton.mp hk]) (ε := e k₀)
    rwa [Finset.card_singleton, Nat.cast_one, mul_one] at h1
```

**Q:** Is this Cooper's instability of the Fermi sea?

**A:** Only its finite, one-pair form. A filled sea enters through the choice of available levels. If $g$ scales as $1/\Omega$, the guaranteed binding $g$ vanishes for large $\Omega$, so the theorem does not settle the continuum limit. Nor does it treat several pairs, whose Richardson equations are coupled. For one pair with constant coupling, the bounds give a numerical root finder a safe bracket.

**Q:** Does stronger attraction always bind more?

**A:** Yes. Let $g<g'$ have bound energies $E$ and $E'$. If $E'\ge E$, then $g'S(E')\ge g'S(E)>gS(E)=1$, a contradiction.

```lean
/-- For the same nonempty set of levels, a stronger coupling gives a strictly lower
bound-pair energy. -/
theorem energy_strictAnti [Nonempty ι] {e : ι → ℝ} {g g' E E' : ℝ}
    (h : IsBoundPair e g E) (h' : IsBoundPair e g' E') (hgg : g < g') : E' < E := by
  by_contra hcon
  have hS : pairSum e E ≤ pairSum e E' := by
    rcases (not_lt.mp hcon).eq_or_lt with heq | hlt
    · rw [heq]
    · exact (pairSum_lt hlt h'.1).le
  have h1 := mul_lt_mul_of_pos_right hgg (pairSum_pos h.1)
  have h2 := mul_le_mul_of_nonneg_left hS (coupling_pos h').le
  linarith [h.2, h'.2]
```

**Q:** At strong coupling, which end of the interval matters?

**A:** The lower one. Put $x_k=2e_k-E>0$ and $a=g\Omega$. From $(x_k-a)^2/x_k\ge0$ we get $x_k\ge2a-a^2/x_k$. Summing, with $\sum_k1/x_k=1/g$,
$$2\sum_k e_k-\Omega E\ \ge\ 2g\Omega^2-g\Omega^2=g\Omega^2 .$$
So $E\le2\bar e-g\Omega$, where $\bar e$ is the mean level energy. In the code, `htan` is the tangent-line inequality and `hsq` inserts the Cooper equation. Together with the lower bound, this confines $E$ to a window of width $2(\bar e-e_{k_0})$, whatever the value of $g$.

```lean
/-- With `Ω ≥ 1` levels, the bound-pair energy is at most twice the mean level energy
minus `g Ω`. -/
theorem energy_le_mean [Nonempty ι] {e : ι → ℝ} {g E : ℝ} (h : IsBoundPair e g E) :
    E ≤ 2 * (∑ k, e k) / Fintype.card ι - g * Fintype.card ι := by
  have hΩ : (0 : ℝ) < (Fintype.card ι : ℝ) := by exact_mod_cast Fintype.card_pos
  -- tangent-line inequality `2 a - a² / x ≤ x` for `x > 0`
  have htan : ∀ a x : ℝ, 0 < x → 2 * a - a ^ 2 * (1 / x) ≤ x := by
    intro a x hx
    have h1 : x - (2 * a - a ^ 2 * (1 / x)) = (x - a) ^ 2 / x := by
      field_simp
      ring
    have h2 : 0 ≤ (x - a) ^ 2 / x := by positivity
    linarith
  -- sum it over the levels with `a = g Ω`
  have hsum := Finset.sum_le_sum (s := Finset.univ) (fun k _ =>
    htan (g * (Fintype.card ι : ℝ)) (2 * e k - E) (sub_pos.mpr (h.1 k)))
  rw [Finset.sum_sub_distrib, Finset.sum_sub_distrib, Finset.sum_const, Finset.sum_const,
    nsmul_eq_mul, nsmul_eq_mul, Finset.card_univ, ← Finset.mul_sum,
    ← Finset.mul_sum] at hsum
  have hroot : g * ∑ k, 1 / (2 * e k - E) = 1 := h.2
  have hsq : (g * (Fintype.card ι : ℝ)) ^ 2 * ∑ k, 1 / (2 * e k - E)
      = g * (Fintype.card ι : ℝ) ^ 2 := by
    linear_combination g * (Fintype.card ι : ℝ) ^ 2 * hroot
  rw [hsq] at hsum
  rw [le_sub_iff_add_le, le_div_iff₀ hΩ]
  nlinarith [hsum]

end

end CooperPair
```

```lean
#print axioms CooperPair.existsUnique_boundPair
#print axioms CooperPair.energy_strictAnti
#print axioms CooperPair.energy_le_mean
```

```
'CooperPair.existsUnique_boundPair' depends on axioms: [propext, Classical.choice, Quot.sound]
'CooperPair.energy_strictAnti' depends on axioms: [propext, Classical.choice, Quot.sound]
'CooperPair.energy_le_mean' depends on axioms: [propext, Classical.choice, Quot.sound]
```
